# The zero-energy response between the ends of a t₁, t₂, …, t₁ chain is multiplied by −t₂/t₁ per cell

## Can the factor per cell be machine-checked?

Take an open chain of $N\ge 1$ two-site cells with zero site energies and real hoppings $t_1,t_2,t_1,\dots,t_1$, where $t_1\neq0$. Let $H$ be its Hamiltonian matrix, with the hoppings themselves as the entries between neighbouring sites, and let $x$ be a vector of site amplitudes. If $Hx$ is the unit vector on the last site, the amplitude on the first site is $(-t_2/t_1)^{N-1}/t_1$, so each further cell multiplies its square by $(t_2/t_1)^2$. I would like to see this made rigorous and checked in Lean, including the invertibility of $H$ that a propagator at zero energy needs.

## Two recursions, one from each end

Count sites from 0 and write $N=n+1$, so that the last site is $2n+1$. Put a source $c$ there. The rows of $Hx$ give

$$t_1x_1=0,\qquad t_1x_{2n}=c,$$

and, for $0\le k<n$,

$$t_1x_{2k}+t_2x_{2k+2}=0,\qquad t_2x_{2k+1}+t_1x_{2k+3}=0.$$

The even sites are solved from the driven end. There $x_{2n}=c/t_1$, and each step to the left multiplies by $-t_2/t_1$. After $m$ steps,

$$x_{2(n-m)}=\frac{c}{t_1}\left(-\frac{t_2}{t_1}\right)^m .$$

The odd sites are solved from the other end: $x_1=0$, and then $x_{2k+3}=-(t_2/t_1)x_{2k+1}=0$.

With $c=0$ every amplitude vanishes, so $H$ has trivial kernel and is invertible. With $c=1$ and $m=n$ we get $x_0=(-t_2/t_1)^n/t_1$. Replacing $n$ by $n+1$ supplies one more factor $-t_2/t_1$, whose square is $(t_2/t_1)^2$. If $t_1=0$, the first site is decoupled and $H$ is singular.

For example, take $t_1=2$ and $t_2=1$. One cell gives $x_0=1/2$. Two cells give $x=(-\tfrac14,0,\tfrac12,0)$: the second row reads $2(-\tfrac14)+\tfrac12=0$ and the last reads $2\cdot\tfrac12=1$. The squared response falls from $1/4$ to $1/16$, a factor $(1/2)^2$.

## What the theorems say about the chain

`chainH t₁ t₂ n` is the real Hamiltonian matrix of $n+1$ cells, indexed by `Fin (2 * n + 2)`, and `hop` supplies the alternating hoppings. The product $Hx$ is written `*ᵥ`, and `Pi.single (Fin.last (2 * n + 1)) 1` is the unit source on the last site.

- `end_response` gives the amplitude `x 0` for any solution `x`. It does not assume $t_1\neq0$, because the last row has no solution otherwise.
- `det_ne_zero_iff` says that the determinant is nonzero exactly when $t_1\neq0$.
- `midgap_propagator` assumes $t_1\neq0$ and gives invertibility together with the first-to-last entry of $H^{-1}$. With the convention $G(E)=(E-H)^{-1}$, the propagator at $E=0$ is $-H^{-1}$; the sign disappears on squaring.
- `sq_response_per_cell` compares solutions for $n+1$ and $n+2$ cells with the same hoppings.

The hopping $t_2$ may be zero. The energy is fixed at zero, and "midgap" is only a name here, since no band structure is derived. Site energies, disorder, leads and interactions are absent.

For such a non-interacting chain, the squared response sets the length dependence of zero-energy coherent transmission to lowest order in the coupling of its end sites to contacts. If $|t_2|>|t_1|$, the response grows with length, so at fixed nonzero coupling this lowest order fails for long chains.

```lean
import Mathlib

open Matrix

namespace DimerisedChainPropagator

/-- Hopping between sites `i` and `i + 1`, counted from zero: `t₁` for even `i`, `t₂` for odd `i`. -/
def hop (t₁ t₂ : ℝ) (i : ℕ) : ℝ := if i % 2 = 0 then t₁ else t₂

/-- Hamiltonian of an open chain of `n + 1` two-site cells with zero site energies and
alternating nearest-neighbour hoppings, starting and ending with `t₁`. -/
def chainH (t₁ t₂ : ℝ) (n : ℕ) : Matrix (Fin (2 * n + 2)) (Fin (2 * n + 2)) ℝ :=
  Matrix.of fun i j =>
    (if j.val = i.val + 1 then hop t₁ t₂ i.val else 0) +
    (if i.val = j.val + 1 then hop t₁ t₂ j.val else 0)

/-- Amplitude of `x` on site `i`, set to zero beyond the end of the chain. -/
def amp {M : ℕ} (x : Fin M → ℝ) (i : ℕ) : ℝ := if h : i < M then x ⟨i, h⟩ else 0

/-- Within each cell the hopping is `t₁`, and from each cell to the next it is `t₂`. -/
theorem hop_cell (t₁ t₂ : ℝ) (k : ℕ) :
    hop t₁ t₂ (2 * k) = t₁ ∧ hop t₁ t₂ (2 * k + 1) = t₂ := by
  have h0 : (2 * k) % 2 = 0 := by omega
  have h1 : ¬ (2 * k + 1) % 2 = 0 := by omega
  exact ⟨if_pos h0, if_neg h1⟩

/-- A coupling `c` to the single site `k` contributes `c` times the amplitude there. -/
theorem sum_pick {M : ℕ} (x : Fin M → ℝ) (c : ℝ) (k : ℕ) :
    ∑ j : Fin M, (if j.val = k then c else 0) * x j = c * amp x k := by
  by_cases h : k < M
  · have ha : amp x k = x ⟨k, h⟩ := dif_pos h
    rw [ha, Finset.sum_eq_single (⟨k, h⟩ : Fin M)]
    · simp
    · intro j _ hj
      have hne : j.val ≠ k := fun e => hj (Fin.ext e)
      simp [hne]
    · simp
  · have ha : amp x k = 0 := dif_neg h
    rw [ha, mul_zero]
    apply Finset.sum_eq_zero
    intro j _
    have hne : j.val ≠ k := by
      have := j.isLt
      omega
    simp [hne]

/-- Every site after the first feels its left and right neighbours through the two adjacent
hoppings; a right neighbour missing at the end of the chain counts as zero amplitude. -/
theorem row_succ (t₁ t₂ : ℝ) {n : ℕ} (x : Fin (2 * n + 2) → ℝ) (i : ℕ)
    (hi : i + 1 < 2 * n + 2) :
    (chainH t₁ t₂ n *ᵥ x) ⟨i + 1, hi⟩ =
      hop t₁ t₂ i * amp x i + hop t₁ t₂ (i + 1) * amp x (i + 1 + 1) := by
  have key : ∀ j : Fin (2 * n + 2), chainH t₁ t₂ n ⟨i + 1, hi⟩ j * x j =
      (if j.val = i then hop t₁ t₂ i else 0) * x j +
      (if j.val = i + 1 + 1 then hop t₁ t₂ (i + 1) else 0) * x j := by
    intro j
    have e : (if i + 1 = j.val + 1 then hop t₁ t₂ j.val else 0) =
        if j.val = i then hop t₁ t₂ i else 0 := by
      by_cases h : j.val = i
      · simp [h]
      · have h' : ¬ (i + 1 = j.val + 1) := by omega
        rw [if_neg h, if_neg h']
    simp only [chainH, Matrix.of_apply]
    rw [e]
    ring
  change ∑ j, chainH t₁ t₂ n ⟨i + 1, hi⟩ j * x j = _
  rw [Finset.sum_congr rfl fun j _ => key j, Finset.sum_add_distrib, sum_pick, sum_pick]

/-- The first and the last site each couple only to their partner in the same cell,
with hopping `t₁`. -/
theorem row_ends (t₁ t₂ : ℝ) {n : ℕ} (x : Fin (2 * n + 2) → ℝ) :
    (chainH t₁ t₂ n *ᵥ x) ⟨0, by omega⟩ = t₁ * amp x 1 ∧
    (chainH t₁ t₂ n *ᵥ x) (Fin.last (2 * n + 1)) = t₁ * amp x (2 * n) := by
  constructor
  · have key : ∀ j : Fin (2 * n + 2), chainH t₁ t₂ n ⟨0, by omega⟩ j * x j =
        (if j.val = 1 then t₁ else 0) * x j := by
      intro j
      simp [chainH, hop]
    change ∑ j, chainH t₁ t₂ n ⟨0, by omega⟩ j * x j = _
    rw [Finset.sum_congr rfl fun j _ => key j, sum_pick]
  · have hlt : ¬ (2 * n + 1 + 1 < 2 * n + 2) := by omega
    have hout : amp x (2 * n + 1 + 1) = 0 := dif_neg hlt
    have hr := row_succ t₁ t₂ x (2 * n) (by omega)
    rw [hout, (hop_cell t₁ t₂ n).1, mul_zero, add_zero] at hr
    exact hr

/-- With a source `c` on the last site, the first site of the cell lying `m` cells before
the last one has amplitude `c (-t₂/t₁)^m / t₁`, for `t₁ ≠ 0`. -/
theorem response_even {t₁ t₂ c : ℝ} {n : ℕ} {x : Fin (2 * n + 2) → ℝ} (ht₁ : t₁ ≠ 0)
    (h : chainH t₁ t₂ n *ᵥ x = Pi.single (Fin.last (2 * n + 1)) c) :
    ∀ m k : ℕ, k + m = n → amp x (2 * k) = c * (-t₂ / t₁) ^ m / t₁ := by
  intro m
  induction m with
  | zero =>
    -- the driven end fixes the amplitude in the last cell
    intro k hk
    have hr := (row_ends t₁ t₂ x).2
    rw [h, Pi.single_eq_same] at hr
    rw [show k = n by omega, pow_zero, mul_one, eq_div_iff ht₁]
    linear_combination -hr
  | succ m ih =>
    -- each source-free row passes the amplitude one cell to the left
    intro k hk
    have hr := row_succ t₁ t₂ x (2 * k) (by omega)
    have hs : (Pi.single (Fin.last (2 * n + 1)) c : Fin (2 * n + 2) → ℝ)
        ⟨2 * k + 1, by omega⟩ = 0 := by
      apply Pi.single_eq_of_ne
      intro e
      have e' : 2 * k + 1 = 2 * n + 1 := congrArg Fin.val e
      omega
    rw [h, hs, (hop_cell t₁ t₂ k).1, (hop_cell t₁ t₂ k).2,
      show 2 * k + 1 + 1 = 2 * (k + 1) by ring, ih (k + 1) (by omega)] at hr
    have ha : amp x (2 * k) = -(t₂ * (c * (-t₂ / t₁) ^ m / t₁)) / t₁ := by
      rw [eq_div_iff ht₁]
      linear_combination -hr
    rw [ha, pow_succ]
    ring

/-- With a source on the last site only, the second site of every cell has zero amplitude,
for `t₁ ≠ 0`. -/
theorem response_odd {t₁ t₂ c : ℝ} {n : ℕ} {x : Fin (2 * n + 2) → ℝ} (ht₁ : t₁ ≠ 0)
    (h : chainH t₁ t₂ n *ᵥ x = Pi.single (Fin.last (2 * n + 1)) c) :
    ∀ k : ℕ, k ≤ n → amp x (2 * k + 1) = 0 := by
  intro k
  induction k with
  | zero =>
    intro _
    have hr := (row_ends t₁ t₂ x).1
    have hs : (Pi.single (Fin.last (2 * n + 1)) c : Fin (2 * n + 2) → ℝ)
        ⟨0, by omega⟩ = 0 := by
      apply Pi.single_eq_of_ne
      intro e
      have e' : 0 = 2 * n + 1 := congrArg Fin.val e
      omega
    rw [h, hs] at hr
    exact (mul_eq_zero.mp hr.symm).resolve_left ht₁
  | succ k ih =>
    intro hk
    have hr := row_succ t₁ t₂ x (2 * k + 1) (by omega)
    have hs : (Pi.single (Fin.last (2 * n + 1)) c : Fin (2 * n + 2) → ℝ)
        ⟨2 * k + 1 + 1, by omega⟩ = 0 := by
      apply Pi.single_eq_of_ne
      intro e
      have e' : 2 * k + 1 + 1 = 2 * n + 1 := congrArg Fin.val e
      omega
    rw [h, hs, ih (by omega), mul_zero, zero_add,
      show 2 * k + 1 + 1 = 2 * (k + 1) by ring, (hop_cell t₁ t₂ (k + 1)).1] at hr
    exact (mul_eq_zero.mp hr.symm).resolve_left ht₁

/-- The chain Hamiltonian has nonzero determinant exactly when the hopping `t₁` is nonzero. -/
theorem det_ne_zero_iff (t₁ t₂ : ℝ) (n : ℕ) : (chainH t₁ t₂ n).det ≠ 0 ↔ t₁ ≠ 0 := by
  constructor
  · -- for t₁ = 0 the first site is decoupled
    intro hd ht
    apply hd
    rw [← Matrix.exists_mulVec_eq_zero_iff]
    refine ⟨Pi.single 0 1, ?_, ?_⟩
    · intro e
      have := congrFun e 0
      simp at this
    · ext i
      rw [Matrix.mulVec_single_one]
      change chainH t₁ t₂ n i 0 = 0
      simp [chainH, hop, ht]
  · -- a zero mode is the response to a vanishing source
    intro ht hd
    obtain ⟨v, hv, h0⟩ := Matrix.exists_mulVec_eq_zero_iff.mpr hd
    apply hv
    have h : chainH t₁ t₂ n *ᵥ v = Pi.single (Fin.last (2 * n + 1)) (0 : ℝ) := by
      rw [h0, Pi.single_zero]
    ext i
    have hlt := i.isLt
    have hi : amp v i.val = v i := dif_pos i.isLt
    rw [← hi]
    rcases Nat.even_or_odd' i.val with ⟨k, hk | hk⟩
    · rw [hk, response_even ht h (n - k) k (by omega)]
      simp
    · rw [hk]
      exact response_odd ht h k (by omega)

/-- If `H x` is the unit vector on the last site of a chain of `n + 1` cells, then the
amplitude on the first site is `(-t₂/t₁)^n / t₁`. -/
theorem end_response {t₁ t₂ : ℝ} {n : ℕ} {x : Fin (2 * n + 2) → ℝ}
    (h : chainH t₁ t₂ n *ᵥ x = Pi.single (Fin.last (2 * n + 1)) 1) :
    x 0 = (-t₂ / t₁) ^ n / t₁ := by
  -- solvability of the last row already forces t₁ ≠ 0
  have ht₁ : t₁ ≠ 0 := by
    intro ht
    have hr := (row_ends t₁ t₂ x).2
    rw [h, Pi.single_eq_same, ht, zero_mul] at hr
    exact one_ne_zero hr
  have h0 := response_even ht₁ h n 0 (by omega)
  have hx : amp x (2 * 0) = x 0 := by simp [amp]
  rw [← hx, h0, one_mul]

/-- For `t₁ ≠ 0` the Hamiltonian of `n + 1` cells is invertible, and the entry of its inverse
between the first and the last site is `(-t₂/t₁)^n / t₁`. -/
theorem midgap_propagator {t₁ : ℝ} (t₂ : ℝ) (n : ℕ) (ht₁ : t₁ ≠ 0) :
    IsUnit (chainH t₁ t₂ n).det ∧
    (chainH t₁ t₂ n)⁻¹ 0 (Fin.last (2 * n + 1)) = (-t₂ / t₁) ^ n / t₁ := by
  have hu : IsUnit (chainH t₁ t₂ n).det :=
    isUnit_iff_ne_zero.mpr ((det_ne_zero_iff t₁ t₂ n).mpr ht₁)
  refine ⟨hu, ?_⟩
  have h : chainH t₁ t₂ n *ᵥ ((chainH t₁ t₂ n)⁻¹ *ᵥ Pi.single (Fin.last (2 * n + 1)) 1) =
      Pi.single (Fin.last (2 * n + 1)) 1 := by
    rw [Matrix.mulVec_mulVec, Matrix.mul_nonsing_inv _ hu, Matrix.one_mulVec]
  have hx := end_response h
  rw [Matrix.mulVec_single_one] at hx
  exact hx

/-- Lengthening the chain by one cell multiplies the squared end-to-end response at zero
energy by `(t₂/t₁)²`. -/
theorem sq_response_per_cell {t₁ t₂ : ℝ} {n : ℕ} {x : Fin (2 * n + 2) → ℝ}
    {y : Fin (2 * (n + 1) + 2) → ℝ}
    (hx : chainH t₁ t₂ n *ᵥ x = Pi.single (Fin.last (2 * n + 1)) 1)
    (hy : chainH t₁ t₂ (n + 1) *ᵥ y = Pi.single (Fin.last (2 * (n + 1) + 1)) 1) :
    y 0 ^ 2 = (t₂ / t₁) ^ 2 * x 0 ^ 2 := by
  rw [end_response hx, end_response hy, pow_succ (-t₂ / t₁) n]
  generalize (-t₂ / t₁) ^ n = p
  ring

end DimerisedChainPropagator
```

```lean
#print axioms DimerisedChainPropagator.midgap_propagator
#print axioms DimerisedChainPropagator.sq_response_per_cell
```

```
'DimerisedChainPropagator.midgap_propagator' depends on axioms: [propext, Classical.choice, Quot.sound]
'DimerisedChainPropagator.sq_response_per_cell' depends on axioms: [propext, Classical.choice, Quot.sound]
```

## How the proof follows the rows

`sum_pick` reduces a matrix row to the amplitudes it touches, and `row_succ` and `row_ends` then produce the hopping equations above. `response_even` is the recursion from the driven end, by induction on the number `m` of cells to the last one; `eq_div_iff` clears the division by $t_1$, and `linear_combination` then closes the goal from the row equation. `response_odd` is the recursion from the first site.

In `det_ne_zero_iff`, let $t_1\neq0$ first. A vanishing determinant would yield a nonzero vector $v$ with $Hv=0$. The two recursions with $c=0$ force $v=0$, a contradiction. For the converse, the unit vector on the first site is a zero mode when $t_1=0$. `midgap_propagator` applies `end_response` to the last column of $H^{-1}$, and `sq_response_per_cell` squares two instances of the same formula.

## Why `amp` takes a natural number

An entry of `x` needs an index in `Fin (2 * n + 2)`, which carries a proof that the site lies in the chain. `amp x i` accepts any natural number `i` and returns zero beyond the end. The inductions can therefore rewrite `2 * k + 1 + 1` as `2 * (k + 1)` inside `amp` without adjusting such proofs. The same definition lets `row_succ` cover the last site too: its missing right neighbour contributes zero, which is the open boundary condition.
